# Orthogonal real vectors as lengths times coefficients whose squares sum to at most one in every row and column

Take `n` mutually orthogonal real vectors, not necessarily normalised and possibly zero, and write their components in an `n`-dimensional orthonormal basis as the rows of a matrix `A`, so that `A * Aᵀ` is diagonal with the squared lengths `p i` as entries. The lemma states that there is a real matrix `α` with `A i j = √(p i) * α i j` whose squared entries sum to at most one in every row and in every column. The attempt multiplies each row by the inverse of its length. Lean sets the inverse of zero to zero, so this factor is defined for a zero row too, and such a row stays zero. The row bound is then read off the diagonal of `α * αᵀ`, and the column bound, a form of Bessel's inequality, comes from comparing a diagonal entry of the Gram matrix `αᵀ * α` with its square.

This version doesn't compile in Lean 4 with Mathlib:

```lean
import Mathlib

open Matrix Finset

namespace ExistsNormalized

variable {n : ℕ} {C D : Matrix (Fin n) (Fin n) ℝ} {p q : Fin n → ℝ}

/-- If the rows of `A` are orthogonal with squared lengths `p`, then `A` is the row scaling by
`√p` of a matrix whose squared entries sum to at most one in every row and column. -/
theorem exists_normalized {A : Matrix (Fin n) (Fin n) ℝ} (h : A * Aᵀ = diagonal p) :
    ∃ α : Matrix (Fin n) (Fin n) ℝ, (∀ i j, A i j = √(p i) * α i j) ∧
      (∀ i, ∑ j, α i j ^ 2 ≤ 1) ∧ ∀ j, ∑ i, α i j ^ 2 ≤ 1 := by
  have row : ∀ {M : Matrix (Fin n) (Fin n) ℝ} {r : Fin n → ℝ}, M * Mᵀ = diagonal r →
      ∀ i, ∑ j, M i j ^ 2 = r i := fun {M r} hM i => by
    have hi := congrFun (congrFun hM i) i
    rw [Matrix.mul_apply, diagonal_apply_eq] at hi
    rw [← hi]
    exact sum_congr rfl fun j _ => by rw [transpose_apply, sq]
  have hp : ∀ i, 0 ≤ p i := fun i => by
    rw [← row h i]
    exact sum_nonneg fun j _ => sq_nonneg _
  obtain ⟨s, hs⟩ : ∃ s : Fin n → ℝ, ∀ i, s i = (√(p i))⁻¹ := ⟨_, fun _ => rfl⟩
  obtain ⟨α, hα⟩ : ∃ α, α = diagonal s * A := ⟨_, rfl⟩
  have hαα : α * αᵀ = diagonal fun i => s i * p i * s i := by
    calc α * αᵀ = diagonal s * (A * Aᵀ) * diagonal s := by
          rw [hα]
          simp only [transpose_mul, diagonal_transpose, Matrix.mul_assoc]
      _ = _ := by rw [h, diagonal_mul_diagonal, diagonal_mul_diagonal]
  have hε : ∀ i, s i * p i * s i ≤ 1 := fun i => by
    rw [hs]
    by_cases h0 : √(p i) = 0
    · rw [h0, inv_zero, mul_zero]
      exact zero_le_one
    · have e : (√(p i))⁻¹ * (√(p i) * √(p i)) * (√(p i))⁻¹ = 1 := by field_simp
      rw [Real.mul_self_sqrt (hp i)] at e
      exact e.le
  refine ⟨α, fun i j => ?_, fun i => (row hαα i).trans_le (hε i), fun j => ?_⟩
  · by_cases h0 : √(p i) = 0
    · have hA : A i j ^ 2 ≤ ∑ m, A i m ^ 2 :=
        single_le_sum (f := fun m => A i m ^ 2) (fun m _ => sq_nonneg _) (mem_univ j)
      rw [row h i, (Real.sqrt_eq_zero (hp i)).mp h0] at hA
      rw [h0, zero_mul]
      exact (pow_eq_zero_iff two_ne_zero).mp (le_antisymm hA (sq_nonneg _))
    · rw [hα, diagonal_mul, hs, mul_inv_cancel_left₀ h0]
  · -- Bessel's inequality for the columns, from the Gram matrix `G`
    obtain ⟨G, hG⟩ : ∃ G, G = αᵀ * α := ⟨_, rfl⟩
    have hGG : G * Gᵀ = αᵀ * (diagonal (fun i => s i * p i * s i) * α) := by
      rw [← hαα, hG]
      simp only [transpose_mul, transpose_transpose, Matrix.mul_assoc]
    have e := congrFun (congrFun hGG j) j
    rw [Matrix.mul_apply, Matrix.mul_apply] at e
    simp only [transpose_apply, diagonal_mul] at e
    have hjj : G j j = ∑ i, α i j ^ 2 := by
      rw [hG, Matrix.mul_apply]
      exact sum_congr rfl fun i _ => by rw [transpose_apply, sq]
    have h1 : G j j * G j j ≤ ∑ m, G j m * G j m :=
      single_le_sum (f := fun m => G j m * G j m) (fun m _ => mul_self_nonneg _) (mem_univ j)
    have h2 : ∑ i, α i j * (s i * p i * s i * α i j) ≤ G j j := by
      rw [hjj]
      refine sum_le_sum fun i _ => ?_
      linarith [mul_le_mul_of_nonneg_right (hε i) (sq_nonneg (α i j))]
    rw [← hjj]
    linarith [sq_nonneg (G j j - 1)]

end ExistsNormalized
```

Compiling this gives:

```
Main.lean:33:14: error: Ambiguous term
  inv_zero
Possible interpretations:
  _root_.inv_zero : 0⁻¹ = 0
  
  Matrix.inv_zero : 0⁻¹ = 0
```

Cause. The message says that the name `inv_zero` has two possible meanings. The file opens the `Matrix` namespace, so the short name can stand for `Matrix.inv_zero`, about the inverse of the zero matrix, as well as for the general `_root_.inv_zero`. Both are displayed as `0⁻¹ = 0`, but they concern different kinds of object. `rw` elaborates the lemma it is given before matching it against the goal, so the fact that the goal holds real numbers does not settle the choice, and Lean reports an ambiguity.

The failure occurs in the case `√(p i) = 0`, where rewriting with `h0` leaves the inverse of the real number zero. The general lemma is the one needed. Writing `_root_.inv_zero` names it in full and removes the ambiguity; `mul_zero` then reduces the left side to zero, and `zero_le_one` closes the goal. The mathematical argument is unchanged.

As a diff, the version that Lean accepts:

```diff
@@ -31,5 +31,5 @@
     rw [hs]
     by_cases h0 : √(p i) = 0
-    · rw [h0, inv_zero, mul_zero]
+    · rw [h0, _root_.inv_zero, mul_zero]
       exact zero_le_one
     · have e : (√(p i))⁻¹ * (√(p i) * √(p i)) * (√(p i))⁻¹ = 1 := by field_simp
```
